# Convexity of the ensemble density functional in finite dimension, with bounds from the ground energy and the pure-state search

In a finite-dimensional model with internal Hamiltonian H₀ and Hermitian operators nᵢ, whose averages ρᵢ make up the density ρ of a state, let F_ens(ρ) and F_LL(ρ) be the infima of the internal energy over the density matrices and over the normalised vectors with density ρ, and let E(v) be the ground energy of H₀ + ∑ᵢ vᵢ nᵢ. Then F_ens is convex on the densities of density matrices, and E(v) − v·ρ ≤ F_ens(ρ) ≤ F_LL(ρ) for every density ρ of a normalised vector and every real potential v.

```lean
import Mathlib

open Matrix
open scoped ComplexOrder

namespace LiebFunctional

noncomputable section

/-- A model: a Hermitian internal Hamiltonian `H₀` and Hermitian density operators `n i`. -/
structure Model (m ι : Type*) where
  H₀ : Matrix m m ℂ
  n : ι → Matrix m m ℂ
  H₀_herm : H₀.IsHermitian
  n_herm : ∀ i, (n i).IsHermitian

variable {m ι : Type*} [Fintype m]

/-- A density matrix: positive semidefinite with trace one. -/
def IsState (Γ : Matrix m m ℂ) : Prop := Γ.PosSemidef ∧ Γ.trace = 1

/-- The real part of the ensemble average `tr(Γ A)`. -/
def mean (Γ A : Matrix m m ℂ) : ℝ := (Γ * A).trace.re

/-- The real part of `⟨ψ, A ψ⟩`. -/
def expect (ψ : m → ℂ) (A : Matrix m m ℂ) : ℝ := (star ψ ⬝ᵥ A *ᵥ ψ).re

/-- The Hamiltonian `H₀ + ∑ vᵢ nᵢ` in the external potential `v`. -/
def Model.H [Fintype ι] (L : Model m ι) (v : ι → ℝ) : Matrix m m ℂ :=
  L.H₀ + ∑ i, (v i : ℂ) • L.n i

/-- The ground energy `E(v)`: the infimum of `⟨ψ, H(v) ψ⟩` over normalised `ψ`. -/
def Model.groundEnergy [Fintype ι] (L : Model m ι) (v : ι → ℝ) : ℝ :=
  sInf ((fun ψ => expect ψ (L.H v)) '' {ψ | star ψ ⬝ᵥ ψ = 1})

/-- The density matrices with density `ρ`. -/
def Model.ensembles (L : Model m ι) (ρ : ι → ℝ) : Set (Matrix m m ℂ) :=
  {Γ | IsState Γ ∧ ∀ i, mean Γ (L.n i) = ρ i}

/-- The normalised vectors with density `ρ`. -/
def Model.pures (L : Model m ι) (ρ : ι → ℝ) : Set (m → ℂ) :=
  {ψ | star ψ ⬝ᵥ ψ = 1 ∧ ∀ i, expect ψ (L.n i) = ρ i}

/-- The ensemble search `F_ens(ρ)`, for densities `ρ` of at least one density matrix. -/
def Model.Fens (L : Model m ι) (ρ : ι → ℝ) : ℝ :=
  sInf ((fun Γ => mean Γ L.H₀) '' L.ensembles ρ)

/-- The pure-state search `F_LL(ρ)`, for densities `ρ` of at least one normalised vector. -/
def Model.FLL (L : Model m ι) (ρ : ι → ℝ) : ℝ :=
  sInf ((fun ψ => expect ψ L.H₀) '' L.pures ρ)

/-- For Hermitian `Γ` and `A` the trace `tr(Γ A)` is real and equals `mean Γ A`. -/
theorem mean_eq_trace {Γ A : Matrix m m ℂ} (hΓ : Γ.IsHermitian) (hA : A.IsHermitian) :
    ((mean Γ A : ℝ) : ℂ) = (Γ * A).trace := by
  apply Complex.conj_eq_iff_re.mp
  change star (Γ * A).trace = _
  rw [← trace_conjTranspose, conjTranspose_mul, hΓ.eq, hA.eq, trace_mul_comm]

/-- For any matrix `A`, the real parts of `⟨ψ, A ψ⟩` over normalised `ψ` are bounded below. -/
theorem expect_bounded (A : Matrix m m ℂ) :
    ∃ c : ℝ, ∀ ψ : m → ℂ, star ψ ⬝ᵥ ψ = 1 → c ≤ expect ψ A := by
  refine ⟨-∑ i, ∑ j, ‖A i j‖, fun ψ hψ => ?_⟩
  have hn : star ψ ⬝ᵥ ψ = ((∑ i, ‖ψ i‖ ^ 2 : ℝ) : ℂ) := by
    simp [dotProduct, Complex.conj_mul']
  have hs : ∑ i, ‖ψ i‖ ^ 2 = 1 := by exact_mod_cast hn.symm.trans hψ
  have h1 : ∀ i, ‖ψ i‖ ≤ 1 := fun i => by
    have := Finset.single_le_sum (f := fun i => ‖ψ i‖ ^ 2)
      (fun i _ => sq_nonneg ‖ψ i‖) (Finset.mem_univ i)
    simp only [hs] at this
    nlinarith [norm_nonneg (ψ i)]
  have hb : ‖star ψ ⬝ᵥ A *ᵥ ψ‖ ≤ ∑ i, ∑ j, ‖A i j‖ := by
    simp only [dotProduct, mulVec, Finset.mul_sum]
    refine norm_sum_le_of_le _ fun i _ => norm_sum_le_of_le _ fun j _ => ?_
    rw [norm_mul, norm_mul, Pi.star_apply, norm_star]
    have hi := h1 i
    have hj := h1 j
    calc ‖ψ i‖ * (‖A i j‖ * ‖ψ j‖) ≤ 1 * (‖A i j‖ * 1) := by gcongr
      _ = ‖A i j‖ := by ring
  exact (abs_le.mp ((Complex.abs_re_le_norm _).trans hb)).1

/-- A lower bound on `expect ψ A` for all normalised `ψ` is a lower bound on `mean Γ A` for every
density matrix `Γ`. -/
theorem le_mean {A Γ : Matrix m m ℂ} {c : ℝ}
    (h : ∀ ψ : m → ℂ, star ψ ⬝ᵥ ψ = 1 → c ≤ expect ψ A) (hΓ : IsState Γ) :
    c ≤ mean Γ A := by
  classical
  obtain ⟨hp, ht⟩ := hΓ
  -- diagonalise: weights `p k` on the columns of a unitary `U`
  obtain ⟨U, p, hU, hp0, rfl⟩ : ∃ (U : Matrix m m ℂ) (p : m → ℝ), star U * U = 1 ∧
      (∀ k, 0 ≤ p k) ∧ Γ = U * diagonal (fun k => (p k : ℂ)) * star U := by
    refine ⟨hp.isHermitian.eigenvectorUnitary, hp.isHermitian.eigenvalues,
      mem_unitaryGroup_iff'.mp hp.isHermitian.eigenvectorUnitary.2, hp.eigenvalues_nonneg, ?_⟩
    have hs := hp.isHermitian.spectral_theorem
    rw [Unitary.conjStarAlgAut_apply] at hs
    exact hs
  have key : ∀ X : Matrix m m ℂ, (U * diagonal (fun k => (p k : ℂ)) * star U * X).trace =
      ∑ k, (p k : ℂ) * (star (Uᵀ k) ⬝ᵥ X *ᵥ Uᵀ k) := fun X => by
    rw [Matrix.mul_assoc, Matrix.mul_assoc, trace_mul_comm, Matrix.mul_assoc]
    simp only [trace, diag_apply, diagonal_mul]
    refine Finset.sum_congr rfl fun k _ => ?_
    rw [Matrix.mul_assoc]
    simp [mul_apply, dotProduct, mulVec, star_apply]
  have hu : ∀ k, star (Uᵀ k) ⬝ᵥ Uᵀ k = 1 := fun k => by
    simpa [mul_apply, dotProduct, star_apply] using congrFun (congrFun hU k) k
  have h1 : ∑ k, p k = 1 := by
    have := key 1
    simp only [one_mulVec, hu, mul_one, ht] at this
    exact_mod_cast this.symm
  calc c = ∑ k, p k * c := by rw [← Finset.sum_mul, h1, one_mul]
    _ ≤ ∑ k, p k * expect (Uᵀ k) A :=
        Finset.sum_le_sum fun k _ => mul_le_mul_of_nonneg_left (h _ (hu k)) (hp0 k)
    _ = _ := by simp only [mean, expect, key, Complex.re_sum, Complex.re_ofReal_mul]

/-- `F_ens(ρ)` is at most the internal energy of any density matrix with density `ρ`. -/
lemma Fens_le (L : Model m ι) {ρ : ι → ℝ} {Γ : Matrix m m ℂ} (hΓ : Γ ∈ L.ensembles ρ) :
    L.Fens ρ ≤ mean Γ L.H₀ := by
  obtain ⟨c, hc⟩ := expect_bounded L.H₀
  refine csInf_le ⟨c, ?_⟩ ⟨Γ, hΓ, rfl⟩
  rintro _ ⟨Γ', h', rfl⟩
  exact le_mean hc h'.1

/-- The ensemble search is convex on the set of densities of density matrices. -/
theorem Fens_convexOn (L : Model m ι) :
    ConvexOn ℝ {ρ | (L.ensembles ρ).Nonempty} L.Fens := by
  have mix : ∀ (a b : ℝ) (Γ Γ' A : Matrix m m ℂ),
      mean ((a : ℂ) • Γ + (b : ℂ) • Γ') A = a * mean Γ A + b * mean Γ' A := by
    intros
    simp [mean, Matrix.add_mul, trace_add, trace_smul]
  -- a mixture of ensembles has the mixed density
  have mem : ∀ {ρ σ Γ Γ'} {a b : ℝ}, Γ ∈ L.ensembles ρ → Γ' ∈ L.ensembles σ → 0 ≤ a → 0 ≤ b →
      a + b = 1 → (a : ℂ) • Γ + (b : ℂ) • Γ' ∈ L.ensembles (a • ρ + b • σ) := by
    rintro ρ σ Γ Γ' a b ⟨⟨hp, ht⟩, hd⟩ ⟨⟨hp', ht'⟩, hd'⟩ ha hb hab
    refine ⟨⟨(hp.smul (Complex.zero_le_real.mpr ha)).add
      (hp'.smul (Complex.zero_le_real.mpr hb)), ?_⟩, fun i => by rw [mix, hd, hd']; simp⟩
    rw [trace_add, trace_smul, trace_smul, ht, ht', smul_eq_mul, smul_eq_mul, mul_one, mul_one]
    exact_mod_cast hab
  refine ⟨fun ρ ⟨Γ, h⟩ σ ⟨Γ', h'⟩ a b ha hb hab => ⟨_, mem h h' ha hb hab⟩, ?_⟩
  intro ρ hρ σ hσ a b ha hb hab
  refine le_of_forall_pos_le_add fun ε hε => ?_
  -- mix two nearly optimal ensembles
  obtain ⟨_, ⟨Γ, h, rfl⟩, h1⟩ := exists_lt_of_csInf_lt (hρ.image fun Γ => mean Γ L.H₀)
    (show L.Fens ρ < L.Fens ρ + ε by linarith)
  obtain ⟨_, ⟨Γ', h', rfl⟩, h2⟩ := exists_lt_of_csInf_lt (hσ.image fun Γ => mean Γ L.H₀)
    (show L.Fens σ < L.Fens σ + ε by linarith)
  have h3 := Fens_le L (mem h h' ha hb hab)
  rw [mix] at h3
  have h4 := mul_le_mul_of_nonneg_left h1.le ha
  have h5 := mul_le_mul_of_nonneg_left h2.le hb
  simp only [smul_eq_mul]
  linear_combination h3 + h4 + h5 + ε * hab

/-- For every density `ρ` of a density matrix and every potential `v`,
`E(v) - v·ρ ≤ F_ens(ρ)`. -/
theorem groundEnergy_sub_le_Fens [Fintype ι] (L : Model m ι) {ρ : ι → ℝ}
    (hρ : (L.ensembles ρ).Nonempty) (v : ι → ℝ) :
    L.groundEnergy v - v ⬝ᵥ ρ ≤ L.Fens ρ := by
  refine le_csInf (hρ.image _) ?_
  rintro _ ⟨Γ, ⟨hs, hd⟩, rfl⟩
  obtain ⟨c, hc⟩ := expect_bounded (L.H v)
  have h : L.groundEnergy v ≤ mean Γ (L.H v) := le_mean (fun ψ hψ =>
    csInf_le ⟨c, by rintro _ ⟨φ, hφ, rfl⟩; exact hc φ hφ⟩ ⟨ψ, hψ, rfl⟩) hs
  have hl : mean Γ (L.H v) = mean Γ L.H₀ + ∑ i, v i * mean Γ (L.n i) := by
    simp [mean, Model.H, Matrix.mul_add, Matrix.mul_sum, trace_add, trace_sum, trace_smul]
  simp only [hl, hd] at h
  simp only [dotProduct]
  linarith

/-- For any vector `ψ`, normalised or not, `mean` at the matrix `|ψ⟩⟨ψ|` equals `expect` at `ψ`. -/
lemma mean_pure (ψ : m → ℂ) (A : Matrix m m ℂ) :
    mean (vecMulVec ψ (star ψ)) A = expect ψ A := by
  unfold mean expect
  congr 1
  simp only [trace, diag_apply, mul_apply, vecMulVec_apply, dotProduct, mulVec, Finset.mul_sum]
  rw [Finset.sum_comm]
  exact Finset.sum_congr rfl fun i _ => Finset.sum_congr rfl fun j _ => by ring

/-- `F_ens` is convex on its domain, and `E(v) - v·ρ ≤ F_ens(ρ) ≤ F_LL(ρ)` for every
pure-state density `ρ` and every potential `v`. -/
theorem Fens_convex_and_bounds [Fintype ι] (L : Model m ι) :
    ConvexOn ℝ {ρ | (L.ensembles ρ).Nonempty} L.Fens ∧
    ∀ ρ, (L.pures ρ).Nonempty → ∀ v : ι → ℝ,
      L.groundEnergy v - v ⬝ᵥ ρ ≤ L.Fens ρ ∧ L.Fens ρ ≤ L.FLL ρ := by
  refine ⟨Fens_convexOn L, fun ρ hρ v => ?_⟩
  -- the projector on a pure state is an admissible ensemble
  have mem : ∀ ψ ∈ L.pures ρ, vecMulVec ψ (star ψ) ∈ L.ensembles ρ := fun ψ h =>
    ⟨⟨posSemidef_vecMulVec_self_star ψ, by rw [trace_vecMulVec, dotProduct_comm, h.1]⟩,
      fun i => by rw [mean_pure, h.2]⟩
  have hne : (L.ensembles ρ).Nonempty := by
    obtain ⟨ψ, h⟩ := hρ
    exact ⟨_, mem ψ h⟩
  refine ⟨groundEnergy_sub_le_Fens L hne v, le_csInf (hρ.image _) ?_⟩
  rintro _ ⟨ψ, h, rfl⟩
  exact (Fens_le L (mem ψ h)).trans_eq (mean_pure ψ _)

end

end LiebFunctional
```

```lean
#print axioms LiebFunctional.mean_eq_trace
#print axioms LiebFunctional.Fens_convex_and_bounds
```

```
'LiebFunctional.mean_eq_trace' depends on axioms: [propext, Classical.choice, Quot.sound]
'LiebFunctional.Fens_convex_and_bounds' depends on axioms: [propext, Classical.choice, Quot.sound]
```

## States, densities and energies

The type `m` labels an orthonormal basis of the many-body space, for instance the configurations of N electrons on a finite lattice, and `ι` labels the sites. Hopping and interaction both sit in `H₀`. The `n i` may be any Hermitian matrices; they need not commute or be occupation numbers.

A state is a positive semidefinite matrix Γ of trace one (`IsState`), and a pure state is a vector with `star ψ ⬝ᵥ ψ = 1`. The functions `mean` and `expect` take the real parts of tr(ΓA) and ⟨ψ, Aψ⟩. By `mean_eq_trace`, this discards nothing from the trace when Γ and A are Hermitian.

The final theorem, `Fens_convex_and_bounds`, has two parts. `ConvexOn` says that the set of ensemble densities is convex and that F_ens is convex on it. The two inequalities then hold for every ρ with `(L.pures ρ).Nonempty`; the lower one alone needs only an ensemble with density ρ, as `groundEnergy_sub_le_Fens` states. These conditions matter because Lean gives the infimum of an empty set of reals the value 0.

For such a finite model and a pure-state density ρ, the exact ground energy at any potential v gives the lower bound E(v) − v·ρ on F_ens(ρ), and the internal energy of any normalised trial vector with density ρ gives an upper bound. The theorem does not say that the best potential closes the gap, and it does not treat continuum systems.

## From vectors to ensembles

The components of a normalised ψ satisfy |ψᵢ| ≤ 1, so

|⟨ψ, Aψ⟩| ≤ ∑ᵢⱼ |ψᵢ| |Aᵢⱼ| |ψⱼ| ≤ ∑ᵢⱼ |Aᵢⱼ|.

Expectation values are therefore bounded below, which is `expect_bounded`.

Suppose now that c ≤ ⟨ψ, Aψ⟩ for all normalised ψ. Diagonalise Γ = ∑ₖ pₖ |uₖ⟩⟨uₖ| with pₖ ≥ 0, ∑ₖ pₖ = 1 and orthonormal uₖ. Then

tr(ΓA) = ∑ₖ pₖ ⟨uₖ, Auₖ⟩ ≥ ∑ₖ pₖ c = c.

This is `le_mean`. In the code the uₖ are the columns of `U`, and `key` is the first equality. Together the two results bound the ensemble energies below, so `Fens_le` can place F_ens(ρ) at or below the energy of every admissible Γ.

## Mixing gives convexity

Let ρ and σ be ensemble densities, a, b ≥ 0 with a + b = 1, and ε > 0. Choose Γ with density ρ and Γ′ with density σ such that

tr(ΓH₀) < F_ens(ρ) + ε,  tr(Γ′H₀) < F_ens(σ) + ε.

The mixture aΓ + bΓ′ is positive semidefinite, has trace a + b = 1 and, by linearity, has density aρ + bσ (`mem`). Hence

F_ens(aρ + bσ) ≤ a tr(ΓH₀) + b tr(Γ′H₀) ≤ a F_ens(ρ) + b F_ens(σ) + ε.

Since ε was arbitrary, convexity follows.

## The two bounds

For any Γ with density ρ, `le_mean` applied to H(v) gives

E(v) ≤ tr(ΓH(v)) = tr(ΓH₀) + ∑ᵢ vᵢρᵢ.

Subtracting v·ρ and taking the infimum over Γ gives the lower bound.

For the upper bound, let ψ be normalised with density ρ. The projector |ψ⟩⟨ψ| is a density matrix, and `mean_pure` gives

tr(|ψ⟩⟨ψ|A) = ⟨ψ, Aψ⟩.

It therefore has the same density and internal energy as ψ, so F_ens(ρ) ≤ ⟨ψ, H₀ψ⟩. The infimum over ψ is F_LL(ρ).

## Three levels with a gap between the searches

A calculation by hand shows that both inequalities can be strict. On ℂ³ let n₁, n₂, n₃ be the Pauli matrices on the first two levels, zero on the third, and let H₀ = diag(0, 0, 1). These nᵢ do not commute, so they are densities only in the general sense of the model, not site occupations. Take ρ = (0, 0, 0).

For a pure state, the three Pauli averages vanish only if its first two components do. The state is then the third level up to a phase, so F_LL(0) = 1. The mixture diag(½, ½, 0) also has density zero, but energy 0; since H₀ ≥ 0, F_ens(0) = 0.

For v = (0, 0, 2), H(v) = diag(2, −2, 1) and E(v) = −2. The chain reads −2 ≤ 0 ≤ 1.
